# Norm and site density of a Slater determinant on a finite lattice

## Question

Let $V$ be a complex $L\times N$ matrix with $V^\dagger V=1$, whose columns are $N$ orthonormal orbitals on $L$ sites. For each $N$-element set $S$ of sites let $\psi_S$ be the determinant of the rows of $V$ in $S$. Then $\sum_S|\psi_S|^2=1$, and the density $\rho_i=\sum_{S\ni i}|\psi_S|^2$ equals $P_{ii}$ with $P=VV^\dagger$. How can this be stated and proved in Lean 4 with Mathlib?

## Answer

### Modelling choices

Sites are `Fin L`, numbered $0,\dots,L-1$, and `Vᴴ` is $V^\dagger$. A configuration of $N$ spinless fermions is an element of `Config L N`, and a state is a function $\psi$ from configurations to $\mathbb C$. The map `place S` lists the sites of $S$ as $s_0<\dots<s_{N-1}$. This ordering fixes the fermionic sign of `slater V S` $=\det V_S$, where $(V_S)_{kl}=V_{s_k l}$; only $|\psi_S|^2$ enters the theorems.

Three real weights are defined for any $\psi$, without dividing by the norm. `density` is $\rho_i$, `pairDensity` is $\rho_{ij}=\sum_{S\ni i,j}|\psi_S|^2$, and `emptyWeight` is $E_t$, the sum of $|\psi_S|^2$ over the $S$ that avoid the sites $t_0,\dots,t_{m-1}$. They are cast to $\mathbb C$ for comparison with entries of $P$.

The main theorem `slater_norm_and_density` says that under `hV : Vᴴ * V = 1` the norm is one and $\rho_i=P_{ii}$ at every site. Under the same hypothesis, `emptyWeight_slater` gives $E_t=\det(1-P_t)$ with $(P_t)_{ab}=P_{t_a t_b}$ for distinct $t_a$, and `pairDensity_slater` gives $\rho_{ij}=P_{ii}P_{jj}-P_{ij}P_{ji}$ for $i\ne j$. Orthonormality is assumed, and `generating` and `normSq_eq_det_overlap` do without it.

### Derivation by hand

**Cauchy–Binet.** Let $A$ be $N\times L$ and $B$ be $L\times N$. Let $\sigma$ run over permutations of $0,\dots,N-1$ and $p$ over all maps from these labels to sites, and let $A^{p}$ have entries $A_{k,p(l)}$. Expanding the product of sums,
$$\det(AB)=\sum_\sigma \operatorname{sgn}\sigma\prod_k\sum_i A_{\sigma(k),i}B_{ik}=\sum_p \det A^{p}\prod_k B_{p(k),k}.$$
If $p$ repeats a site, $A^p$ has two equal columns and the term vanishes. An injective $p$ is $p(k)=s_{\sigma(k)}$ for exactly one pair $(S,\sigma)$, and then $\det A^p=\operatorname{sgn}\sigma\,\det A^{S}$, where $A^S$ holds the columns in $S$ in increasing order. With $B_S$ the rows of $B$ in $S$,
$$\det(AB)=\sum_S\det A^S\sum_\sigma\operatorname{sgn}\sigma\prod_k B_{s_{\sigma(k)},k}=\sum_S\det A^S\det B_S .$$

**Weighted identity.** Take complex site weights $w_i$, $D=\operatorname{diag}(w)$, $A=V^\dagger$ and $B=DV$. Then $A^S=V_S^\dagger$ and $B_S=\operatorname{diag}(w_{s_k})V_S$, so
$$\sum_S\Big(\prod_{i\in S}w_i\Big)|\psi_S|^2=\det(V^\dagger DV).$$
Setting $w=1$ gives $\sum_S|\psi_S|^2=\det(V^\dagger V)$, which is $1$ for orthonormal orbitals.

**Empty sites.** Set $w_i=0$ on the $t_a$ and $1$ elsewhere, so that the left side is $E_t$. Let $V_t$ be the $m\times N$ matrix with rows $t_a$ of $V$. Since the $t_a$ are distinct, $V^\dagger DV=V^\dagger V-V_t^\dagger V_t=1-V_t^\dagger V_t$. The identity $\det(1-XY)=\det(1-YX)$ for rectangular $X,Y$ and $V_tV_t^\dagger=P_t$ give $E_t=\det(1-P_t)$.

**Densities.** For $m=1$, $\rho_i=1-E_{(i)}=1-(1-P_{ii})=P_{ii}$. For $m=2$, each $S$ satisfies $[i,j\in S]+1=[i,j\notin S]+[i\in S]+[j\in S]$, where a bracket is $1$ if its condition holds for all sites named and $0$ otherwise. Summing with weights $|\psi_S|^2$,
$$\rho_{ij}=(1-P_{ii})(1-P_{jj})-P_{ij}P_{ji}+P_{ii}+P_{jj}-1=P_{ii}P_{jj}-P_{ij}P_{ji}.$$

### The file

```lean
import Mathlib

open Matrix Finset

namespace SlaterLatticeDensity

noncomputable section

variable {L N : ℕ}

/-- Configurations of `N` spinless fermions on `L` sites: the `N`-element subsets. -/
abbrev Config (L N : ℕ) := {S : Finset (Fin L) // S.card = N}

/-- The occupied sites of a configuration, listed in increasing order. -/
def place (S : Config L N) : Fin N → Fin L := S.1.orderEmbOfFin S.2

/-- Slater amplitude of the orbitals in the columns of `V`: the determinant of the rows in `S`. -/
def slater (V : Matrix (Fin L) (Fin N) ℂ) (S : Config L N) : ℂ :=
  (V.submatrix (place S) id).det

/-- Site density: the weight of the configurations that occupy site `i`. -/
def density (ψ : Config L N → ℂ) (i : Fin L) : ℝ :=
  ∑ S ∈ univ.filter (fun S : Config L N => i ∈ S.1), ‖ψ S‖ ^ 2

/-- Pair density: the weight of the configurations that occupy both `i` and `j`. -/
def pairDensity (ψ : Config L N → ℂ) (i j : Fin L) : ℝ :=
  ∑ S ∈ univ.filter (fun S : Config L N => i ∈ S.1 ∧ j ∈ S.1), ‖ψ S‖ ^ 2

/-- The weight of the configurations that leave all the sites `t a` empty. -/
def emptyWeight {m : ℕ} (ψ : Config L N → ℂ) (t : Fin m → Fin L) : ℝ :=
  ∑ S ∈ univ.filter (fun S : Config L N => ∀ a, t a ∉ S.1), ‖ψ S‖ ^ 2

/-- A sum over all placements of `N` labelled particles, whose terms vanish when two particles
share a site, is a sum over configurations and over orderings of their sites. -/
theorem sum_placements (F : (Fin N → Fin L) → ℂ)
    (hF : ∀ p, ¬ Function.Injective p → F p = 0) :
    ∑ p, F p = ∑ S : Config L N, ∑ σ : Equiv.Perm (Fin N), F (place S ∘ σ) := by
  have hr : ∀ S : Config L N, Set.range (place S) = (S.1 : Set (Fin L)) :=
    fun S => Finset.range_orderEmbOfFin S.1 S.2
  have hinj : ∀ S : Config L N, Function.Injective (place S) :=
    fun S => (S.1.orderEmbOfFin S.2).injective
  rw [← Fintype.sum_prod_type']
  symm
  refine Fintype.sum_of_injective
    (fun x : Config L N × Equiv.Perm (Fin N) => place x.1 ∘ x.2) ?_ _ _ ?_ (fun _ => rfl)
  · -- the placement determines the set (its range) and then the ordering
    rintro ⟨S, σ⟩ ⟨T, τ⟩ h
    have h' : place S ∘ σ = place T ∘ τ := h
    have hST : S = T := by
      apply Subtype.ext
      apply Finset.coe_injective
      rw [← hr S, ← hr T, ← σ.surjective.range_comp (place S), h', τ.surjective.range_comp]
    subst hST
    have hστ : σ = τ := Equiv.ext fun k => hinj S (congrFun h' k)
    rw [hστ]
  · -- every injective placement arises
    intro p hp
    apply hF
    intro hpi
    apply hp
    let S : Config L N := ⟨univ.image p, by simp [Finset.card_image_of_injective _ hpi]⟩
    have hex : ∀ k, ∃ m, place S m = p k := by
      intro k
      have : p k ∈ Set.range (place S) := by
        rw [hr S]
        exact Finset.mem_coe.2 (Finset.mem_image_of_mem p (Finset.mem_univ k))
      exact this
    choose s hs using hex
    have hsi : Function.Injective s := fun a b hab => hpi (by rw [← hs a, ← hs b, hab])
    exact ⟨(S, Equiv.ofBijective s (Finite.injective_iff_bijective.1 hsi)), funext hs⟩

/-- Occupation generating function: weighting each configuration by the product of site weights
`w i` over its occupied sites gives `det (Vᴴ diag(w) V)`, for arbitrary orbitals. -/
theorem generating (V : Matrix (Fin L) (Fin N) ℂ) (w : Fin L → ℂ) :
    ∑ S : Config L N, (∏ i ∈ S.1, w i) * ((‖slater V S‖ ^ 2 : ℝ) : ℂ)
      = (Vᴴ * (diagonal w * V)).det := by
  have minors : ∀ (A : Matrix (Fin N) (Fin L) ℂ) (B : Matrix (Fin L) (Fin N) ℂ),
      (A * B).det = ∑ S : Config L N,
        (A.submatrix id (place S)).det * (B.submatrix (place S) id).det := by
    intro A B
    -- multilinear expansion over all placements
    have expand : (A * B).det
        = ∑ p : Fin N → Fin L, (A.submatrix id p).det * ∏ k, B (p k) k := by
      simp only [det_apply', mul_apply, Finset.prod_univ_sum, Finset.mul_sum,
        Fintype.piFinset_univ, Finset.sum_mul, submatrix_apply, id_eq,
        Finset.prod_mul_distrib, mul_assoc]
      rw [Finset.sum_comm]
    rw [expand, sum_placements]
    · refine Finset.sum_congr rfl fun S _ => ?_
      rw [det_apply' (B.submatrix (place S) id), Finset.mul_sum]
      refine Finset.sum_congr rfl fun σ _ => ?_
      have h : A.submatrix id (place S ∘ σ) = (A.submatrix id (place S)).submatrix id σ := rfl
      rw [h, det_permute']
      simp only [submatrix_apply, id_eq, Function.comp_apply]
      ring
    · -- a repeated site gives two equal columns
      intro p hp
      obtain ⟨a, b, hab, hne⟩ := Function.not_injective_iff.1 hp
      rw [det_zero_of_column_eq hne (fun k => by simp [hab]), zero_mul]
  rw [minors]
  refine Finset.sum_congr rfl fun S _ => ?_
  have h1 : Vᴴ.submatrix id (place S) = (V.submatrix (place S) id)ᴴ := rfl
  have h2 : (diagonal w * V).submatrix (place S) id
      = diagonal (fun k => w (place S k)) * V.submatrix (place S) id := by
    ext k l
    simp [diagonal_mul]
  have h3 : ∏ k, w (place S k) = ∏ i ∈ S.1, w i := by
    refine Finset.prod_bij (fun k _ => place S k)
      (fun k _ => Finset.orderEmbOfFin_mem S.1 S.2 k)
      (fun a _ b _ h => (S.1.orderEmbOfFin S.2).injective h) ?_ (fun _ _ => rfl)
    intro i hi
    have : i ∈ Set.range (S.1.orderEmbOfFin S.2) := by
      rw [Finset.range_orderEmbOfFin]; exact hi
    obtain ⟨k, hk⟩ := this
    exact ⟨k, Finset.mem_univ k, hk⟩
  rw [h1, h2, det_conjTranspose, det_mul, det_diagonal, h3, Complex.ofReal_pow,
    ← Complex.conj_mul', Complex.star_def, slater]
  ring

/-- The squared norm of a Slater vector is the determinant of the orbital overlap matrix. -/
theorem normSq_eq_det_overlap (V : Matrix (Fin L) (Fin N) ℂ) :
    ((∑ S, ‖slater V S‖ ^ 2 : ℝ) : ℂ) = (Vᴴ * V).det := by
  have h := generating V (fun _ => 1)
  simp only [Finset.prod_const_one, one_mul, diagonal_one, Matrix.one_mul] at h
  rw [Complex.ofReal_sum, h]

/-- For orthonormal orbitals, the weight of configurations leaving the distinct sites `t a`
empty is `det (1 - P)` with `P = V Vᴴ` restricted to those sites. -/
theorem emptyWeight_slater {m : ℕ} (V : Matrix (Fin L) (Fin N) ℂ) (hV : Vᴴ * V = 1)
    (t : Fin m → Fin L) (ht : Function.Injective t) :
    (emptyWeight (slater V) t : ℂ) = (1 - (V * Vᴴ).submatrix t t).det := by
  -- weight zero on the excluded sites, one elsewhere
  let w : Fin L → ℂ := fun i => if ∃ a, t a = i then 0 else 1
  have hg : ∀ g : Fin L → ℂ, ∑ a, g (t a) = ∑ i, if ∃ a, t a = i then g i else 0 :=
    fun g => Fintype.sum_of_injective t ht _ _ (fun i hi => if_neg hi)
      (fun a => (if_pos ⟨a, rfl⟩).symm)
  have hd : diagonal w * V = of fun i k => w i * V i k := by
    ext i k
    simp [diagonal_mul]
  have hM : Vᴴ * (diagonal w * V) = Vᴴ * V - (V.submatrix t id)ᴴ * V.submatrix t id := by
    rw [hd]
    ext k l
    simp only [Matrix.sub_apply, mul_apply, of_apply, conjTranspose_apply, submatrix_apply, id_eq]
    rw [hg (fun i => star (V i k) * V i l), ← Finset.sum_sub_distrib]
    refine Finset.sum_congr rfl fun i _ => ?_
    by_cases h : ∃ a, t a = i <;> simp [w, h]
  have hP : (V * Vᴴ).submatrix t t = V.submatrix t id * (V.submatrix t id)ᴴ := by
    ext a b
    simp [mul_apply]
  rw [hP, det_one_sub_mul_comm, ← hV, ← hM, ← generating, emptyWeight, Finset.sum_filter,
    Complex.ofReal_sum]
  refine Finset.sum_congr rfl fun S _ => ?_
  by_cases h : ∀ a, t a ∉ S.1
  · have h1 : ∏ i ∈ S.1, w i = 1 :=
      Finset.prod_eq_one fun i hi => if_neg (by rintro ⟨a, rfl⟩; exact h a hi)
    rw [if_pos h, h1, one_mul]
  · obtain ⟨a, ha⟩ := not_forall.1 h
    have h0 : ∏ i ∈ S.1, w i = 0 := Finset.prod_eq_zero (not_not.1 ha) (if_pos ⟨a, rfl⟩)
    rw [if_neg h, h0, zero_mul, Complex.ofReal_zero]

/-- For orthonormal orbitals `Vᴴ V = 1`, the Slater vector has unit norm and its density at
each site is the diagonal entry of `V Vᴴ`. -/
theorem slater_norm_and_density (V : Matrix (Fin L) (Fin N) ℂ) (hV : Vᴴ * V = 1) :
    ∑ S, ‖slater V S‖ ^ 2 = 1 ∧ ∀ i, (density (slater V) i : ℂ) = (V * Vᴴ) i i := by
  have hn := normSq_eq_det_overlap V
  rw [hV, det_one] at hn
  refine ⟨by exact_mod_cast hn, fun i => ?_⟩
  -- occupied weight = total weight minus empty weight
  have hs : density (slater V) i
      = ∑ S, ‖slater V S‖ ^ 2 - emptyWeight (slater V) (fun _ : Fin 1 => i) := by
    simp only [density, emptyWeight, Finset.sum_filter]
    rw [← Finset.sum_sub_distrib]
    refine Finset.sum_congr rfl fun S _ => ?_
    by_cases h : i ∈ S.1 <;> simp [h]
  rw [hs, Complex.ofReal_sub, hn,
    emptyWeight_slater V hV _ (fun a b _ => Subsingleton.elim a b), det_fin_one]
  simp

/-- For orthonormal orbitals and distinct sites, the pair density of the Slater vector is
`P i i * P j j - P i j * P j i` with `P = V Vᴴ`. -/
theorem pairDensity_slater (V : Matrix (Fin L) (Fin N) ℂ) (hV : Vᴴ * V = 1)
    (i j : Fin L) (hij : i ≠ j) :
    (pairDensity (slater V) i j : ℂ)
      = (V * Vᴴ) i i * (V * Vᴴ) j j - (V * Vᴴ) i j * (V * Vᴴ) j i := by
  obtain ⟨hn, hρ⟩ := slater_norm_and_density V hV
  -- inclusion-exclusion, configuration by configuration
  have hs : pairDensity (slater V) i j + ∑ S, ‖slater V S‖ ^ 2
      = emptyWeight (slater V) ![i, j] + density (slater V) i + density (slater V) j := by
    simp only [pairDensity, density, emptyWeight, Finset.sum_filter, ← Finset.sum_add_distrib]
    refine Finset.sum_congr rfl fun S _ => ?_
    by_cases h1 : i ∈ S.1 <;> by_cases h2 : j ∈ S.1 <;> simp [Fin.forall_fin_two, h1, h2]
  have ht : Function.Injective ![i, j] := by
    intro a b hab
    fin_cases a <;> fin_cases b <;> simp_all [eq_comm]
  have he := emptyWeight_slater V hV _ ht
  rw [det_fin_two] at he
  have e01 : (1 : Matrix (Fin 2) (Fin 2) ℂ) 0 1 = 0 := one_apply_ne (by decide)
  have e10 : (1 : Matrix (Fin 2) (Fin 2) ℂ) 1 0 = 0 := one_apply_ne (by decide)
  have t0 : (![i, j] : Fin 2 → Fin L) 0 = i := rfl
  have t1 : (![i, j] : Fin 2 → Fin L) 1 = j := rfl
  simp only [Matrix.sub_apply, submatrix_apply, one_apply_eq, e01, e10, t0, t1] at he
  rw [hn] at hs
  have hc := congrArg (fun x : ℝ => (x : ℂ)) hs
  simp only [Complex.ofReal_add, Complex.ofReal_one, hρ] at hc
  linear_combination hc + he

/-- Two orbitals on three sites. -/
def twoOrbitals : Matrix (Fin 3) (Fin 2) ℂ := !![1 / 3, 2 / 3; 2 / 3, 1 / 3; 2 / 3, -2 / 3]

/-- The two orbitals on three sites are orthonormal, and their Slater vector has density
`5 / 9` on the first site. -/
theorem slater_witness :
    twoOrbitalsᴴ * twoOrbitals = 1 ∧ density (slater twoOrbitals) 0 = 5 / 9 := by
  have hV : twoOrbitalsᴴ * twoOrbitals = 1 := by
    ext i j
    fin_cases i <;> fin_cases j <;>
      simp [twoOrbitals, mul_apply, Fin.sum_univ_succ, map_ofNat] <;> norm_num
  refine ⟨hV, Complex.ofReal_injective ?_⟩
  rw [(slater_norm_and_density _ hV).2 0]
  simp [twoOrbitals, mul_apply, Fin.sum_univ_succ, map_ofNat]
  norm_num

end

end SlaterLatticeDensity
```

```lean
#print axioms SlaterLatticeDensity.slater_norm_and_density
#print axioms SlaterLatticeDensity.pairDensity_slater
```

```
'SlaterLatticeDensity.slater_norm_and_density' depends on axioms: [propext, Classical.choice, Quot.sound]
'SlaterLatticeDensity.pairDensity_slater' depends on axioms: [propext, Classical.choice, Quot.sound]
```

### Remarks

`sum_placements` is the regrouping of $\sum_p$. Its first branch shows that $(S,\sigma)\mapsto$ `place S ∘ σ` is injective, recovering $S$ as the range of the map. Its second branch takes an injective $p$, builds $S$ as `univ.image p`, and obtains $\sigma$ from `choose` and `Equiv.ofBijective`.

In `generating`, the local statement `minors` is Cauchy–Binet. There `expand` is the first display, `det_permute'` supplies $\operatorname{sgn}\sigma$, and `det_zero_of_column_eq` removes repeated sites. The facts `h1` and `h2` identify $A^S$ and $B_S$, and `h3` turns $\prod_k w_{s_k}$ into $\prod_{i\in S}w_i$.

In `emptyWeight_slater`, `hM` is $V^\dagger DV=V^\dagger V-V_t^\dagger V_t$, `hP` is $P_t=V_tV_t^\dagger$, and `det_one_sub_mul_comm` swaps the factors. The final case split shows that the product of weights is the indicator of avoiding all $t_a$. In the two density theorems, `hs` is the counting identity proved configuration by configuration, `det_fin_one` and `det_fin_two` evaluate the small determinants, and `linear_combination hc + he` does the last algebra for $\rho_{ij}$. The theorem `slater_witness` checks orthonormality for two orbitals on three sites and finds $\rho_0=P_{00}=\tfrac19+\tfrac49=\tfrac59$.

A technique worth reusing is `Fintype.sum_of_injective`. It equates $\sum_x f(x)$ with $\sum_y g(y)$ given an injective map $e$, the equality $f(x)=g(e(x))$, and $g=0$ off the range of $e$. No bijection onto a subtype has to be built. It appears in `sum_placements`, after `Fintype.sum_prod_type'` merges the double sum into one over pairs, and again in `hg`.

In a constrained search restricted to single determinants, as for the non-interacting reference system of lattice density functional theory, the theorem turns the density constraint for spinless fermions on finitely many sites into a condition on the diagonal of $VV^\dagger$. The file contains no Hamiltonian, energy or minimisation, and it leaves open which densities occur as such a diagonal.
